# A Levinson theorem for free channels coupled by a Hermitian boundary matrix

A particle moves freely on the half-line x > 0 and is reflected at the origin, where its wave function obeys u′(0) = −a u(0) with a real. Insert u = e^(−ikx) + S e^(ikx), with k > 0:

ik(S − 1) = −a(1 + S), so S = (k + ia)/(k − ia) = e^(2iδ), δ = arctan(a/k).

For a > 0 the phase δ falls from π/2 at k → 0 to 0 at k → ∞, and there is one bound state, √(2a) e^(−ax). For a < 0 it rises from −π/2 to 0, and there is none. For a = 0, S = 1 at every k. The total change of phase therefore records only the sign of a.

## Many channels by hand

Let u have one component per channel and let u′(0) = −A u(0), with A Hermitian. For incoming and outgoing amplitudes v and w, the wave e^(−ikx)v + e^(ikx)w gives

ik(w − v) = −A(v + w), or (k − iA)w = (k + iA)v.

The eigenvalues k − ia_j of M = k − iA have real part k > 0, so M is invertible and w = S(k)v with S = M⁻¹M†. Since M and M† commute,

SS† = M⁻¹M†M(M⁻¹)† = M⁻¹MM†(M⁻¹)† = 1.

The determinant is the product over the eigenvalues a_j of A:

det S = ∏ (k + ia_j)/(k − ia_j) = e^(2iδ), δ = Σ arctan(a_j/k).

Differentiation gives

(det S)′/(2i det S) = δ′ = −Σ a_j/(k² + a_j²).

For b > 0, b/(k² + b²) has antiderivative arctan(k/b) and integral π/2 over k > 0. Each eigenvalue a_j thus contributes −π/2, 0 or π/2 according as it is positive, zero or negative. With n₊ positive and n₋ negative eigenvalues,

∫₀^∞ (det S)′/(2i det S) dk = (π/2)(n₋ − n₊).

Take A with rows (1, 2) and (2, 1), whose eigenvalues are 3 and −1. At k = 1,

det S = (4 + 2i)/(4 − 2i) = 0.6 + 0.8i, δ′ = −3/10 + 1/2 = 0.2.

The integral over all k is zero, although there is a normalised bound state √3 e^(−3x)(1, 1).

Levinson's theorem for a radial potential assigns π to each bound state. Here the potential is zero and the interaction sits in A. With N channels and n₀ zero eigenvalues, the same count reads

δ(0⁺) − δ(∞) = πn₊ + (π/2)n₀ − (π/2)N.

The result gives a sum rule for computed eigenphases in zero-range models of coupled s-wave channels, provided that all channels have the same threshold and the same reduced mass, and that A does not depend on energy. Replacing a real short-range interaction by such an A is an approximation that the hypotheses do not justify.

## The boundary condition and the scattering matrix in Lean

The letter `n` denotes the finite type of channel labels, not their number.

```lean
import Mathlib

open Matrix MeasureTheory Set Filter
open Complex (I)

namespace MultichannelLevinson

noncomputable section

variable {n : Type*} [Fintype n] [DecidableEq n]
```

The boundary condition is a statement about a genuine derivative at 0. It is two-sided, which suits exponentials because they extend to negative x. The free Schrödinger equation is not part of the predicate; the exponentials used below solve it.

```lean
/-- The boundary condition `u'(0) = -A u(0)` for a multichannel wave function `u`. -/
def BoundaryCondition (A : Matrix n n ℂ) (u : ℝ → n → ℂ) : Prop :=
  HasDerivAt u (-(A *ᵥ u 0)) 0
```

The next definition fixes the sign of S. The usual s-wave convention writes e^(−ikx) − S e^(ikx), so its S is the negative of this one. The constant factor does not affect the phase rate.

```lean
/-- The scattering matrix `S(k) = (k - iA)⁻¹ (k + iA)`, for Hermitian `A` and `k > 0`. -/
def scatteringMatrix (A : Matrix n n ℂ) (k : ℝ) : Matrix n n ℂ :=
  ((k : ℂ) • (1 : Matrix n n ℂ) - I • A)⁻¹ * ((k : ℂ) • (1 : Matrix n n ℂ) + I • A)
```

The integrand comes from det S itself, not from a postulated phase, and is complex-valued.

```lean
/-- The rate of change of the total scattering phase, `(det S)' / (2i det S)`, for Hermitian `A`
and `k > 0`. -/
def phaseRate (A : Matrix n n ℂ) (k : ℝ) : ℂ :=
  deriv (fun q : ℝ => (scatteringMatrix A q).det) k / (scatteringMatrix A k).det / (2 * I)
```

The phase δ and the two counts use the real eigenvalues that Mathlib attaches to a Hermitian matrix, repeated according to multiplicity.

```lean
/-- The sum of the eigenphases `arctan (a / k)` over the eigenvalues `a` of `A`, for `k > 0`. -/
def totalPhase {A : Matrix n n ℂ} (hA : A.IsHermitian) (k : ℝ) : ℝ :=
  ∑ j, Real.arctan (hA.eigenvalues j / k)

/-- The number of positive eigenvalues of `A`, counted with multiplicity. -/
def numPos {A : Matrix n n ℂ} (hA : A.IsHermitian) : ℕ :=
  (Finset.univ.filter fun j => 0 < hA.eigenvalues j).card

/-- The number of negative eigenvalues of `A`, counted with multiplicity. -/
def numNeg {A : Matrix n n ℂ} (hA : A.IsHermitian) : ℕ :=
  (Finset.univ.filter fun j => hA.eigenvalues j < 0).card
```

## Invertibility and unitarity

The product formula for det(z + cA) is read off from the characteristic polynomial at −z/c, with c = 0 treated separately.

```lean
/-- For Hermitian `A`, the determinant of `z + cA` is the product of `z + ca` over the
eigenvalues `a` of `A`. -/
theorem det_pencil {A : Matrix n n ℂ} (hA : A.IsHermitian) (z c : ℂ) :
    (z • (1 : Matrix n n ℂ) + c • A).det = ∏ j, (z + c * (hA.eigenvalues j : ℂ)) := by
  rcases eq_or_ne c 0 with rfl | hc
  · simp
  · -- evaluate the characteristic polynomial at `-z / c`
    have h : (Matrix.scalar n (-z / c) - A).det
        = ∏ j, (-z / c - (hA.eigenvalues j : ℂ)) := by
      rw [← Matrix.eval_charpoly, hA.charpoly_eq, Polynomial.eval_prod]
      refine Finset.prod_congr rfl fun j _ => ?_
      exact (Polynomial.eval_sub ..).trans
        (congrArg₂ (· - ·) Polynomial.eval_X Polynomial.eval_C)
    have e : z • (1 : Matrix n n ℂ) + c • A = (-c) • (Matrix.scalar n (-z / c) - A) := by
      rw [Matrix.scalar_apply, ← Matrix.smul_one_eq_diagonal, smul_sub, smul_smul,
        show -c * (-z / c) = z by field_simp, neg_smul, sub_neg_eq_add]
    rw [e, Matrix.det_smul, h, ← Finset.card_univ, ← Finset.prod_const,
      ← Finset.prod_mul_distrib]
    refine Finset.prod_congr rfl fun j _ => ?_
    rw [mul_sub, show -c * (-z / c) = z by field_simp]
    ring
```

A vanishing factor of det(k − iA) would have real part k = 0, which contradicts k > 0.

```lean
/-- For Hermitian `A` and `k > 0` the matrix `k - iA` is invertible. -/
theorem isUnit_det {A : Matrix n n ℂ} (hA : A.IsHermitian) {k : ℝ} (hk : 0 < k) :
    IsUnit ((k : ℂ) • (1 : Matrix n n ℂ) - I • A).det := by
  rw [sub_eq_add_neg, ← neg_smul, det_pencil hA, isUnit_iff_ne_zero, Finset.prod_ne_zero_iff]
  intro j _ h
  exact hk.ne' (by simpa using congrArg Complex.re h)
```

The unitarity proof establishes that k + iA is the adjoint of k − iA and commutes with it; the `calc` block is then the cancellation of SS† above.

```lean
/-- For Hermitian `A` and `k > 0` the scattering matrix is unitary. -/
theorem scatteringMatrix_unitary {A : Matrix n n ℂ} (hA : A.IsHermitian) {k : ℝ} (hk : 0 < k) :
    scatteringMatrix A k ∈ Matrix.unitaryGroup n ℂ := by
  have hu := isUnit_det hA hk
  have hN : ((k : ℂ) • (1 : Matrix n n ℂ) - I • A)ᴴ = (k : ℂ) • (1 : Matrix n n ℂ) + I • A := by
    simp [Matrix.conjTranspose_sub, Matrix.conjTranspose_smul, hA.eq]
  have hc : ((k : ℂ) • (1 : Matrix n n ℂ) + I • A) * ((k : ℂ) • (1 : Matrix n n ℂ) - I • A)
      = ((k : ℂ) • (1 : Matrix n n ℂ) - I • A) * ((k : ℂ) • (1 : Matrix n n ℂ) + I • A) := by
    simp only [mul_add, add_mul, mul_sub, sub_mul, smul_mul_assoc, mul_smul_comm, one_mul,
      mul_one]
    module
  rw [Matrix.mem_unitaryGroup_iff, Matrix.star_eq_conjTranspose, scatteringMatrix]
  rw [← hN] at hc ⊢
  generalize (k : ℂ) • (1 : Matrix n n ℂ) - I • A = M at hu hc ⊢
  -- `M` commutes with its adjoint, so the factors cancel in pairs
  calc M⁻¹ * Mᴴ * (M⁻¹ * Mᴴ)ᴴ = M⁻¹ * (Mᴴ * M) * (M⁻¹)ᴴ := by
        rw [Matrix.conjTranspose_mul, Matrix.conjTranspose_conjTranspose]
        simp only [mul_assoc]
    _ = (M⁻¹ * M) * (Mᴴ * (M⁻¹)ᴴ) := by rw [hc]; simp only [mul_assoc]
    _ = 1 := by
        rw [← Matrix.conjTranspose_mul, Matrix.nonsing_inv_mul _ hu,
          Matrix.conjTranspose_one, one_mul]
```

## Scattering waves and bound states

The slope of an exponential wave at the origin serves both cases.

```lean
omit [DecidableEq n] in
/-- The wave `exp(cx) v` has slope `c v` at the origin. -/
theorem hasDerivAt_wave (c : ℂ) (v : n → ℂ) :
    HasDerivAt (fun x : ℝ => Complex.exp (c * x) • v) (c • v) 0 := by
  have h : HasDerivAt (fun x : ℝ => c * (x : ℂ)) c 0 :=
    ((hasDerivAt_id' (0 : ℝ)).ofReal_comp.const_mul c).congr_deriv (by simp)
  exact (h.cexp.smul_const v).congr_deriv (by simp)
```

For every v and w, the boundary condition is equivalent to w = S(k)v. Uniqueness of the derivative turns it into an algebraic equation, and `linear_combination` multiplies that equation by ∓i, as in the derivation by hand.

```lean
/-- For Hermitian `A` and `k > 0`, the wave `exp(-ikx) v + exp(ikx) w` meets the boundary
condition exactly when the outgoing amplitude is `w = S(k) v`. -/
theorem scattering_iff {A : Matrix n n ℂ} (hA : A.IsHermitian) {k : ℝ} (hk : 0 < k)
    (v w : n → ℂ) :
    BoundaryCondition A (fun x : ℝ =>
      Complex.exp (-(I * k) * x) • v + Complex.exp (I * k * x) • w) ↔
      w = scatteringMatrix A k *ᵥ v := by
  have hu := isUnit_det hA hk
  have hd := (hasDerivAt_wave (-(I * k)) v).fun_add (hasDerivAt_wave (I * k) w)
  have hS : w = scatteringMatrix A k *ᵥ v ↔
      ((k : ℂ) • (1 : Matrix n n ℂ) - I • A) *ᵥ w
        = ((k : ℂ) • (1 : Matrix n n ℂ) + I • A) *ᵥ v := by
    constructor
    · intro h
      rw [h, scatteringMatrix, Matrix.mulVec_mulVec, ← mul_assoc,
        Matrix.mul_nonsing_inv _ hu, one_mul]
    · intro h
      rw [scatteringMatrix, ← Matrix.mulVec_mulVec, ← h, Matrix.mulVec_mulVec,
        Matrix.nonsing_inv_mul _ hu, Matrix.one_mulVec]
  rw [hS, Matrix.sub_mulVec, Matrix.add_mulVec]
  simp only [BoundaryCondition, Matrix.smul_mulVec, Matrix.one_mulVec, Complex.ofReal_zero,
    mul_zero, Complex.exp_zero, one_smul, Matrix.mulVec_add]
  constructor
  · intro h
    ext j
    have e := congrFun (hd.unique h) j
    simp only [Pi.add_apply, Pi.sub_apply, Pi.neg_apply, Pi.smul_apply, smul_eq_mul] at e ⊢
    linear_combination (-I) * e + k * (w j - v j) * Complex.I_sq
  · intro h
    refine hd.congr_deriv ?_
    ext j
    have e := congrFun h j
    simp only [Pi.add_apply, Pi.sub_apply, Pi.neg_apply, Pi.smul_apply, smul_eq_mul] at e ⊢
    linear_combination I * e + ((A *ᵥ w) j + (A *ᵥ v) j) * Complex.I_sq
```

The corresponding statement for e^(−κx)v holds for any matrix A and any real κ. It describes a bound state when κ > 0 and v ≠ 0, so for Hermitian A the positive eigenvalues count the independent bound states.

```lean
omit [DecidableEq n] in
/-- The exponential `exp(-κx) v` meets the boundary condition exactly when `A v = κ v`. -/
theorem boundState_iff (A : Matrix n n ℂ) (κ : ℝ) (v : n → ℂ) :
    BoundaryCondition A (fun x : ℝ => Complex.exp (-(κ : ℂ) * x) • v) ↔
      A *ᵥ v = (κ : ℂ) • v := by
  have hd := hasDerivAt_wave (-(κ : ℂ)) v
  simp only [BoundaryCondition, Complex.ofReal_zero, mul_zero, Complex.exp_zero, one_smul]
  constructor
  · intro h
    have e := hd.unique h
    rw [neg_smul, neg_inj] at e
    exact e.symm
  · intro h
    exact hd.congr_deriv (by rw [h, neg_smul])
```

## From the determinant to the phase rate

The step `channel` proves the one-channel identity from tan δ = a/k and cos²δ + sin²δ = 1. The product formula then gives det S = e^(2iδ).

```lean
/-- For Hermitian `A` and `k > 0`, `det S(k) = exp(2iδ(k))` with `δ` the sum of the
eigenphases. -/
theorem det_scatteringMatrix {A : Matrix n n ℂ} (hA : A.IsHermitian) {k : ℝ} (hk : 0 < k) :
    (scatteringMatrix A k).det = Complex.exp (2 * I * totalPhase hA k) := by
  -- one channel: `(k + ia) / (k - ia) = exp(2i arctan(a / k))`
  have channel : ∀ a : ℝ, ((k : ℂ) + I * a) / ((k : ℂ) + -I * a)
      = Complex.exp (2 * I * (Real.arctan (a / k) : ℝ)) := by
    intro a
    have hc : Real.cos (Real.arctan (a / k)) ≠ 0 := (Real.cos_arctan_pos _).ne'
    have hs := Real.tan_arctan (a / k)
    rw [Real.tan_eq_sin_div_cos, div_eq_div_iff hc hk.ne'] at hs
    have hq := Real.cos_sq_add_sin_sq (Real.arctan (a / k))
    have hd : (k : ℂ) + -I * a ≠ 0 := fun h =>
      hk.ne' (by simpa using congrArg Complex.re h)
    rw [div_eq_iff hd, show 2 * I * ((Real.arctan (a / k) : ℝ) : ℂ)
      = (Real.arctan (a / k) : ℝ) * I + (Real.arctan (a / k) : ℝ) * I by ring,
      Complex.exp_add, Complex.exp_mul_I, ← Complex.ofReal_cos, ← Complex.ofReal_sin]
    generalize Real.cos (Real.arctan (a / k)) = c at hc hs hq ⊢
    generalize Real.sin (Real.arctan (a / k)) = s at hs hq ⊢
    have hP : (s : ℂ) * k = a * c := by exact_mod_cast hs
    have hQ : (c : ℂ) ^ 2 + (s : ℂ) ^ 2 = 1 := by exact_mod_cast hq
    apply mul_left_cancel₀ (Complex.ofReal_ne_zero.mpr hc)
    linear_combination (-I - (c + s * I) ^ 2 * I) * hP - k * (c + s * I) * hQ
      + k * (c + s * I) * s ^ 2 * Complex.I_sq
  rw [scatteringMatrix, Matrix.det_mul, Matrix.det_nonsing_inv, Ring.inverse_eq_inv',
    sub_eq_add_neg, ← neg_smul, det_pencil hA, det_pencil hA, mul_comm, ← div_eq_mul_inv,
    ← Finset.prod_div_distrib, Finset.prod_congr rfl fun j _ => channel (hA.eigenvalues j),
    ← Complex.exp_sum, ← Finset.mul_sum, totalPhase, Complex.ofReal_sum]
```

The derivative of δ is computed term by term and passed through the exponential. The formula for det S holds throughout a neighbourhood of k, so the derivative carries over.

```lean
/-- For Hermitian `A` and `k > 0`, `(det S)' = 2iδ' det S`, where `δ'` is the sum of
`-a / (k² + a²)` over the eigenvalues `a` of `A`. -/
theorem hasDerivAt_det {A : Matrix n n ℂ} (hA : A.IsHermitian) {k : ℝ} (hk : 0 < k) :
    HasDerivAt (fun q : ℝ => (scatteringMatrix A q).det)
      (2 * I * ((∑ j, -hA.eigenvalues j / (k ^ 2 + hA.eigenvalues j ^ 2) : ℝ) : ℂ)
        * (scatteringMatrix A k).det) k := by
  have hφ : HasDerivAt (totalPhase hA)
      (∑ j, -hA.eigenvalues j / (k ^ 2 + hA.eigenvalues j ^ 2)) k := by
    refine HasDerivAt.fun_sum fun j _ => ?_
    generalize hA.eigenvalues j = a
    refine ((hasDerivAt_const k a).fun_div (hasDerivAt_id' k) hk.ne').arctan.congr_deriv ?_
    have h : k ^ 2 + a ^ 2 ≠ 0 := by positivity
    have e : 1 + (a / k) ^ 2 = (k ^ 2 + a ^ 2) / k ^ 2 := by
      rw [div_pow, add_div, div_self (pow_ne_zero 2 hk.ne')]
    rw [e, zero_mul, zero_sub, mul_one]
    field_simp
  have he := (hφ.ofReal_comp.const_mul (2 * I)).cexp
  rw [← det_scatteringMatrix hA hk] at he
  replace he := he.congr_deriv (mul_comm _ _)
  refine he.congr_of_eventuallyEq ?_
  filter_upwards [Ioi_mem_nhds hk] with q hq
  exact det_scatteringMatrix hA hq
```

## Integrating over all momenta

The inner statement `lorentz` uses the antiderivative arctan(k/b). The three signs of a follow with b = −a, trivially, and with b = a.

```lean
/-- The function `-a / (k² + a²)` is integrable over `k > 0`, with integral `π/2` for `a < 0`,
`-π/2` for `a > 0` and zero for `a = 0`. -/
theorem channel_integral (a : ℝ) :
    IntegrableOn (fun k : ℝ => -a / (k ^ 2 + a ^ 2)) (Ioi 0) ∧
    ∫ k in Ioi (0 : ℝ), -a / (k ^ 2 + a ^ 2)
      = Real.pi / 2 * ((if a < 0 then 1 else 0) - (if 0 < a then 1 else 0)) := by
  -- the Lorentzian of positive width has antiderivative `arctan (k / b)`
  have lorentz : ∀ b : ℝ, 0 < b → IntegrableOn (fun k : ℝ => b / (k ^ 2 + b ^ 2)) (Ioi 0) ∧
      ∫ k in Ioi (0 : ℝ), b / (k ^ 2 + b ^ 2) = Real.pi / 2 := by
    intro b hb
    have hd : ∀ x ∈ Ici (0 : ℝ),
        HasDerivAt (fun k : ℝ => Real.arctan (k / b)) (b / (x ^ 2 + b ^ 2)) x := by
      intro x _
      refine ((hasDerivAt_id' x).div_const b).arctan.congr_deriv ?_
      have h : x ^ 2 + b ^ 2 ≠ 0 := by positivity
      have e : 1 + (x / b) ^ 2 = (b ^ 2 + x ^ 2) / b ^ 2 := by
        rw [div_pow, add_div, div_self (pow_ne_zero 2 hb.ne')]
      rw [e, add_comm (b ^ 2)]
      field_simp
    have hp : ∀ x ∈ Ioi (0 : ℝ), 0 ≤ b / (x ^ 2 + b ^ 2) := fun x _ => by positivity
    have ht : Tendsto (fun k : ℝ => Real.arctan (k / b)) atTop (nhds (Real.pi / 2)) :=
      (tendsto_nhds_of_tendsto_nhdsWithin Real.tendsto_arctan_atTop).comp
        (tendsto_id.atTop_div_const hb)
    refine ⟨integrableOn_Ioi_deriv_of_nonneg' hd hp ht, ?_⟩
    rw [integral_Ioi_of_hasDerivAt_of_nonneg' hd hp ht, zero_div, Real.arctan_zero, sub_zero]
  rcases lt_trichotomy a 0 with h | rfl | h
  · rw [if_pos h, if_neg (not_lt_of_ge h.le)]
    simpa only [neg_sq, sub_zero, mul_one] using lorentz (-a) (neg_pos.2 h)
  · simp
  · obtain ⟨h1, h2⟩ := lorentz a h
    rw [if_pos h, if_neg (not_lt_of_ge h.le)]
    simp only [neg_div]
    exact ⟨h1.neg, by rw [integral_neg, h2]; ring⟩
```

The final theorem says that, for every Hermitian A, the phase rate is integrable on k > 0 and has the stated integral. Integrability needs its own clause because Lean gives a non-integrable function the integral 0. The proof identifies `phaseRate` with the sum of Lorentzians (`hrate`), exchanges the finite sum with the integral, and counts signs (`hreal`).

```lean
/-- For Hermitian `A`, the phase rate `(det S)' / (2i det S)` is integrable over `k > 0`, and its
integral is `π/2` times the number of negative minus the number of positive eigenvalues of `A`. -/
theorem levinson {A : Matrix n n ℂ} (hA : A.IsHermitian) :
    IntegrableOn (phaseRate A) (Ioi 0) ∧
    ∫ k in Ioi (0 : ℝ), phaseRate A k
      = (Real.pi : ℂ) / 2 * ((numNeg hA : ℂ) - (numPos hA : ℂ)) := by
  -- on `k > 0` the phase rate is a real sum of Lorentzians
  have hrate : EqOn (fun k : ℝ =>
      ((∑ j, -hA.eigenvalues j / (k ^ 2 + hA.eigenvalues j ^ 2) : ℝ) : ℂ))
      (phaseRate A) (Ioi 0) := by
    intro k hk
    have hne : (scatteringMatrix A k).det ≠ 0 := by
      rw [det_scatteringMatrix hA hk]
      exact Complex.exp_ne_zero _
    have h2 : 2 * I ≠ 0 := mul_ne_zero two_ne_zero Complex.I_ne_zero
    simp only [phaseRate]
    rw [(hasDerivAt_det hA hk).deriv, mul_div_cancel_right₀ _ hne, mul_div_cancel_left₀ _ h2]
  have hint : ∀ j ∈ Finset.univ, Integrable
      (fun k : ℝ => -hA.eigenvalues j / (k ^ 2 + hA.eigenvalues j ^ 2))
      (volume.restrict (Ioi 0)) := fun j _ => (channel_integral (hA.eigenvalues j)).1
  have hreal : ∫ k in Ioi (0 : ℝ), ∑ j, -hA.eigenvalues j / (k ^ 2 + hA.eigenvalues j ^ 2)
      = Real.pi / 2 * ((numNeg hA : ℝ) - (numPos hA : ℝ)) := by
    rw [integral_finsetSum _ hint,
      Finset.sum_congr rfl fun j _ => (channel_integral (hA.eigenvalues j)).2, ← Finset.mul_sum]
    simp only [Finset.sum_sub_distrib, Finset.sum_boole, numNeg, numPos]
  refine ⟨IntegrableOn.congr_fun (integrable_finsetSum _ hint).ofReal hrate
    measurableSet_Ioi, ?_⟩
  rw [← setIntegral_congr_fun measurableSet_Ioi hrate, integral_complex_ofReal, hreal]
  push_cast
  rfl

end

end MultichannelLevinson
```

```lean
#print axioms MultichannelLevinson.scatteringMatrix_unitary
#print axioms MultichannelLevinson.scattering_iff
#print axioms MultichannelLevinson.boundState_iff
#print axioms MultichannelLevinson.levinson
```

```
'MultichannelLevinson.scatteringMatrix_unitary' depends on axioms: [propext, Classical.choice, Quot.sound]
'MultichannelLevinson.scattering_iff' depends on axioms: [propext, Classical.choice, Quot.sound]
'MultichannelLevinson.boundState_iff' depends on axioms: [propext, Classical.choice, Quot.sound]
'MultichannelLevinson.levinson' depends on axioms: [propext, Classical.choice, Quot.sound]
```
